# The traceless octupole tensors of two unit vectors contract to $\tfrac25P_3$ of their dot product

For a vector $r$ in $\mathbb R^3$, with components $r_i$ numbered $i=0,1,2$, let

$$
T(r)_{ijk}=r_ir_jr_k-\frac{r^2}{5}\left(\delta_{ij}r_k+\delta_{ik}r_j+\delta_{jk}r_i\right),
$$

where $r^2=r\cdot r$ and $\delta_{ij}$ is the Kronecker delta. The trace of $T(r)$ over any pair of its indices vanishes. If $n$ and $m$ are unit vectors, then

$$
\sum_{ijk}T(n)_{ijk}\,T(m)_{ijk}=\frac25\,P_3(n\cdot m),\qquad P_3(c)=\frac{5c^3-3c}{2}.
$$

In the multipole expansion of the electrostatic potential, the octupole term of a single static point charge at $r$ is described by $T(r)$, up to a normalisation that varies between conventions. The identity supplies the angular algebra of that term for one pair of directions; radial factors and the expansion itself are not part of it.

## From vanishing traces to the Legendre polynomial

### The traces

Set $j=i$ in $T(r)_{ijk}$ and sum over $i$. The product $r_ir_ir_k$ gives $r^2r_k$. Among the delta terms, $\delta_{ii}r_k$ sums to $3r_k$, because there are three directions, while $\delta_{ik}r_i$ appears twice and gives $r_k$ each time. Hence

$$
\sum_iT(r)_{iik}=r^2r_k-\frac{r^2}{5}(3+1+1)\,r_k=0 .
$$

The tensor does not change when its indices are permuted, so the other two traces vanish as well.

The same count fixes the coefficient. For a unit vector $n$, replace $1/5$ by an unknown real number $a$. The trace becomes $(1-5a)\,n_k$. If this is zero for every $k$, multiplying by $n_k$ and summing over $k$ gives $1-5a=0$, so $a=1/5$.

### Contraction with a traceless tensor

Write $A:B=\sum_{ijk}A_{ijk}B_{ijk}$ for the full contraction of two rank-three tensors. Let $S$ be a tensor whose three pair traces all vanish; it need not be symmetric. The delta terms of $T(r)$ contribute

$$
-\frac{r^2}{5}\left(\sum_kr_k\sum_iS_{iik}+\sum_jr_j\sum_iS_{iji}+\sum_ir_i\sum_jS_{ijj}\right)=0,
$$

since each inner sum is a trace of $S$. What remains is

$$
T(r):S=\sum_{ijk}r_ir_jr_k\,S_{ijk}.
$$

Thus the trace correction has to be carried in only one of the two factors.

### Two arbitrary vectors, then two unit vectors

Take $S=T(s)$ for a second vector $s$, which is allowed because $T(s)$ is traceless. The product part of $T(s)$ gives

$$
\sum_{ijk}r_ir_jr_k\,s_is_js_k=(r\cdot s)^3 .
$$

Each of its three delta terms gives the same value; for the first one,

$$
\sum_{ijk}r_ir_jr_k\,\delta_{ij}s_k=r^2\,(r\cdot s).
$$

Together,

$$
T(r):T(s)=(r\cdot s)^3-\frac35\,r^2s^2\,(r\cdot s).
$$

For unit vectors $n$ and $m$ with $c=n\cdot m$, the right-hand side is

$$
c^3-\frac35c=\frac25\cdot\frac{5c^3-3c}{2}=\frac25P_3(c).
$$

### A bound on $P_3$ from positivity

With $m=n$ we have $c=1$ and $P_3(1)=1$, so $T(n):T(n)=2/5$. A sum of squares of real numbers is nonnegative, and therefore, for every real $t$,

$$
0\le\sum_{ijk}\left(T(n)_{ijk}+t\,T(m)_{ijk}\right)^2=\frac25\left(1+2t\,P_3(n\cdot m)+t^2\right).
$$

Choosing $t=1$ gives $P_3(n\cdot m)\ge-1$, and $t=-1$ gives $P_3(n\cdot m)\le1$. The bound follows without looking for the extrema of the cubic.

## Vectors, tensors and contractions in Lean

The file begins by loading Mathlib and opening the namespace `Matrix`. The dot product is written `⬝ᵥ` throughout.

```lean
import Mathlib

open Matrix

namespace CartesianOctupole

noncomputable section
```

A vector is a function `Fin 3 → ℝ`, which assigns a real component to each of the indices 0, 1 and 2. These are components in a fixed orthonormal Cartesian frame. The Kronecker delta is a real-valued function of two such indices.

```lean
/-- The Kronecker delta on the three Cartesian directions. -/
def delta (i j : Fin 3) : ℝ := if i = j then 1 else 0
```

The tensor $T(r)$ is called `octupole r`. It is defined for every vector, with the factor $r^2$ written as `r ⬝ᵥ r`, so each component is a homogeneous cubic polynomial in the components of $r$. For a unit vector that factor equals one and the familiar form with plain coefficient $1/5$ results. The normalisation is the one in which the product $r_ir_jr_k$ has coefficient one; a convention with a different prefactor in each tensor would rescale the contraction accordingly.

```lean
/-- The Cartesian octupole tensor of a vector `r`:
`r_i r_j r_k - r² (δ_ij r_k + δ_ik r_j + δ_jk r_i) / 5`. -/
def octupole (r : Fin 3 → ℝ) (i j k : Fin 3) : ℝ :=
  r i * r j * r k - (r ⬝ᵥ r) * (delta i j * r k + delta i k * r j + delta j k * r i) / 5
```

A general rank-three tensor is a real function of three indices, with no symmetry required. For that reason, tracelessness has to list the three pair traces separately. In the definition below, `k` is the index left free, and it occupies the third, second and first slot in turn.

```lean
/-- A rank-three tensor is traceless if the trace over each pair of its indices vanishes. -/
def IsTraceless (A : Fin 3 → Fin 3 → Fin 3 → ℝ) : Prop :=
  ∀ k, ∑ i, A i i k = 0 ∧ ∑ i, A i k i = 0 ∧ ∑ i, A k i i = 0
```

The full contraction is the triple sum over all 27 index combinations. Components related by permutation are counted as often as they occur, which is the counting behind the factor $2/5$.

```lean
/-- The full contraction `∑ A_ijk B_ijk` of two rank-three tensors. -/
def contract (A B : Fin 3 → Fin 3 → Fin 3 → ℝ) : ℝ :=
  ∑ i, ∑ j, ∑ k, A i j k * B i j k
```

The Legendre polynomial is given by its explicit cubic formula, not by a recursion or a differential equation.

```lean
/-- The Legendre polynomial of degree three, `P₃(c) = (5c³ - 3c)/2`. -/
def legendreP3 (c : ℝ) : ℝ := (5 * c ^ 3 - 3 * c) / 2
```

## Tracelessness, and why the coefficient is one fifth

The first theorem says that `octupole r` is traceless for every `r`, with no condition on its length. The zero vector is included, and its tensor is zero.

```lean
/-- Every trace of the octupole tensor of a vector vanishes. -/
theorem octupole_traceless (r : Fin 3 → ℝ) : IsTraceless (octupole r) := by
  intro k
  have hk : k = 0 ∨ k = 1 ∨ k = 2 := by omega
  rcases hk with rfl | rfl | rfl <;> refine ⟨?_, ?_, ?_⟩ <;>
    simp only [octupole, delta, dotProduct, Fin.sum_univ_three, Fin.isValue,
      Fin.reduceEq, ↓reduceIte] <;> ring
```

The proof separates the three values of the free index and the three choices of traced pair, which makes nine equations. In each, `simp only` writes out the sum over three directions and evaluates every delta to 0 or 1. The polynomial identity that remains is the count $3+1+1=5$ in components, and `ring` confirms it.

The next theorem is an equivalence. For a unit vector, the tensor with an adjustable coefficient `a` is traceless exactly when `a = 1 / 5`. The hypothesis `n ⬝ᵥ n = 1` expresses unit length through the dot product, which is the Euclidean meaning intended here; the norm that Mathlib attaches to the type `Fin 3 → ℝ` is the largest absolute component instead.

```lean
/-- For a unit vector `n`, the tensor `n_i n_j n_k - a (δ_ij n_k + δ_ik n_j + δ_jk n_i)`
is traceless exactly when `a = 1/5`. -/
theorem traceless_iff_coefficient {n : Fin 3 → ℝ} (hn : n ⬝ᵥ n = 1) (a : ℝ) :
    IsTraceless (fun i j k =>
      n i * n j * n k - a * (delta i j * n k + delta i k * n j + delta j k * n i)) ↔
    a = 1 / 5 := by
  constructor
  · intro h
    have h0 := (h 0).1
    have h1 := (h 1).1
    have h2 := (h 2).1
    simp only [delta, Fin.sum_univ_three, Fin.isValue, Fin.reduceEq, ↓reduceIte] at h0 h1 h2
    -- contract the remaining free index with `n`
    have key : (n ⬝ᵥ n) * (n ⬝ᵥ n) - 5 * a * (n ⬝ᵥ n) = 0 := by
      simp only [dotProduct, Fin.sum_univ_three]
      linear_combination n 0 * h0 + n 1 * h1 + n 2 * h2
    rw [hn] at key
    linarith
  · rintro rfl
    have e : (fun i j k => n i * n j * n k
        - 1 / 5 * (delta i j * n k + delta i k * n j + delta j k * n i)) = octupole n := by
      funext i j k
      simp only [octupole, hn]
      ring
    rw [e]
    exact octupole_traceless n
```

In the forward direction, `h0`, `h1` and `h2` are the trace over the first two indices for the free index 0, 1 and 2. The `linear_combination` step multiplies them by `n 0`, `n 1` and `n 2` and adds, just as the trace was multiplied by $n_k$ and summed above. This produces $n^2n^2-5a\,n^2=0$, and inserting $n^2=1$ leaves $1-5a=0$. One of the three traces is therefore enough to determine the coefficient. In the converse direction, the tensor with $a=1/5$ is shown to be `octupole n`, and the previous theorem applies.

## The contraction for arbitrary and for unit vectors

The following theorem lets the delta terms drop out. Its hypothesis `hS` says that `S` is traceless, and its conclusion replaces `octupole r` by the plain product $r_ir_jr_k$ inside the contraction.

```lean
/-- Contracted with a traceless tensor `S`, the octupole tensor of `r` acts as the plain
product `r_i r_j r_k`. -/
theorem contract_octupole_of_traceless (r : Fin 3 → ℝ) {S : Fin 3 → Fin 3 → Fin 3 → ℝ}
    (hS : IsTraceless S) :
    contract (octupole r) S = contract (fun i j k => r i * r j * r k) S := by
  have h1 := fun k => (hS k).1
  have h2 := fun k => (hS k).2.1
  have h3 := fun k => (hS k).2.2
  simp only [Fin.sum_univ_three] at h1 h2 h3
  simp only [contract, octupole, delta, Fin.sum_univ_three, Fin.isValue,
    Fin.reduceEq, ↓reduceIte]
  -- each delta term produces one of the vanishing traces of `S`
  linear_combination (-(r ⬝ᵥ r) / 5) *
    (r 0 * (h1 0 + h2 0 + h3 0) + r 1 * (h1 1 + h2 1 + h3 1) + r 2 * (h1 2 + h2 2 + h3 2))
```

The three families `h1`, `h2` and `h3` are the vanishing traces of `S` over its first two, outer and last two indices. After both contractions have been written out in components, their difference is $-r^2/5$ times a sum of these traces weighted by the components of $r$. The last step states that combination explicitly, and it is the bracket from the derivation with its terms collected by the component of $r$.

With `S` taken to be `octupole s`, the contraction of two octupole tensors follows for vectors of any length.

```lean
/-- For arbitrary vectors `r` and `s`, the octupole tensors contract to
`(r·s)³ - (3/5) r² s² (r·s)`. -/
theorem contract_octupole (r s : Fin 3 → ℝ) :
    contract (octupole r) (octupole s) =
      (r ⬝ᵥ s) ^ 3 - 3 / 5 * (r ⬝ᵥ r) * (s ⬝ᵥ s) * (r ⬝ᵥ s) := by
  rw [contract_octupole_of_traceless r (octupole_traceless s)]
  simp only [contract, octupole, delta, dotProduct, Fin.sum_univ_three, Fin.isValue,
    Fin.reduceEq, ↓reduceIte]
  ring
```

The rewriting step uses the tracelessness of `octupole s` to remove the delta terms of the first factor. The delta terms of the second factor remain, and they account for the $3/5$ in the result. Once all sums are expanded, `ring` compares two polynomials in the six components of `r` and `s`.

The identity stated at the beginning is then a specialisation.

```lean
/-- For unit vectors `n` and `m`, the full contraction of their octupole tensors is
`(2/5) P₃(n·m)`. -/
theorem contract_octupole_eq_legendre {n m : Fin 3 → ℝ}
    (hn : n ⬝ᵥ n = 1) (hm : m ⬝ᵥ m = 1) :
    contract (octupole n) (octupole m) = 2 / 5 * legendreP3 (n ⬝ᵥ m) := by
  rw [contract_octupole, hn, hm, legendreP3]
  ring
```

The hypotheses `hn` and `hm` set $r^2$ and $s^2$ to one, and what remains is the regrouping of $c^3-\tfrac35c$ as $\tfrac25P_3(c)$. The two unit vectors may coincide, be opposite or be orthogonal; the contraction is then $2/5$, $-2/5$ or $0$ respectively.

The theorem concerns degree three in three dimensions. No spherical harmonics are defined, so it is not the addition theorem that expresses $P_3$ as a sum over their products, and the behaviour of $T$ under rotations is not treated either.

## The Legendre bound as a statement about tensor norms

The last theorem places $P_3(n\cdot m)$ between $-1$ and $1$ for any two unit vectors.

```lean
/-- For unit vectors `n` and `m`, the value `P₃(n·m)` lies between `-1` and `1`. -/
theorem abs_legendreP3_le_one {n m : Fin 3 → ℝ}
    (hn : n ⬝ᵥ n = 1) (hm : m ⬝ᵥ m = 1) :
    |legendreP3 (n ⬝ᵥ m)| ≤ 1 := by
  -- the squared norm of `T(n) + t T(m)` is nonnegative
  have key : ∀ t : ℝ, 0 ≤ contract (octupole n) (octupole n)
      + 2 * t * contract (octupole n) (octupole m)
      + t ^ 2 * contract (octupole m) (octupole m) := by
    intro t
    have h : 0 ≤ ∑ i, ∑ j, ∑ k, (octupole n i j k + t * octupole m i j k) ^ 2 :=
      Finset.sum_nonneg fun i _ => Finset.sum_nonneg fun j _ =>
        Finset.sum_nonneg fun k _ => sq_nonneg _
    refine h.trans_eq ?_
    simp only [contract, Fin.sum_univ_three]
    ring
  have one : legendreP3 1 = 1 := by norm_num [legendreP3]
  -- both tensors have squared norm 2/5; take `t = 1` and `t = -1`
  have hp := key 1
  have hq := key (-1)
  rw [contract_octupole_eq_legendre hn hn, contract_octupole_eq_legendre hm hm,
    contract_octupole_eq_legendre hn hm, hn, hm, one] at hp hq
  rw [abs_le]
  constructor <;> linarith

end

end CartesianOctupole
```

The inequality `key` is the nonnegativity of $\sum_{ijk}(T(n)_{ijk}+t\,T(m)_{ijk})^2$, expanded into three contractions. It holds for every real `t` and does not yet use the unit length. The contraction theorem is then applied three times: to `n` with itself, to `m` with itself and to `n` with `m`. Together with $P_3(1)=1$, this turns the cases $t=1$ and $t=-1$ into linear inequalities for $P_3(n\cdot m)$, which `linarith` solves for the two halves of the bound.

The argument of $P_3$ in this theorem is always a dot product of unit vectors. To read it as a bound for a given number $c$ with $-1\le c\le1$, one takes $n=(1,0,0)$ and $m=(c,\sqrt{1-c^2},0)$, a short step that the file leaves to the reader.

```lean
#print axioms CartesianOctupole.traceless_iff_coefficient
#print axioms CartesianOctupole.contract_octupole_of_traceless
#print axioms CartesianOctupole.abs_legendreP3_le_one
```

```
'CartesianOctupole.traceless_iff_coefficient' depends on axioms: [propext, Classical.choice, Quot.sound]
'CartesianOctupole.contract_octupole_of_traceless' depends on axioms: [propext, Classical.choice, Quot.sound]
'CartesianOctupole.abs_legendreP3_le_one' depends on axioms: [propext, Classical.choice, Quot.sound]
```
